# A block residual bound on the number of eigenvalues near a chosen energy

Take two orthonormal states $e_0,e_1$ with energies $3$ and $-3$ and coupling $4$:

$$
H=\begin{pmatrix}3&4\\4&-3\end{pmatrix}.
$$

The trial state $e_0$ has mean energy $3$, and $He_0=3e_0+4e_1$. The two parts are orthogonal, so $\|He_0\|^2=3^2+4^2=25$. This number is also the average of the squared eigenvalues of $H$, weighted by their populations in $e_0$. They cannot all exceed $25$, so some eigenvalue lies within $5$ of zero. Here both do, since the eigenvalues are $\pm5$.

The same argument works for a whole trial subspace, and then it counts levels. Let $H$ be a Hermitian operator on a finite-dimensional space $E$. Let $W:F\to E$ embed a model space $F$ isometrically, $W^\dagger W=1$, and put $M=W^\dagger HW$ and $R=HW-WM$. For real $c$ and $h$, the number of eigenvalues of $M$ within $h$ of $c$ is at most the number of eigenvalues of $H$ within $\sqrt{h^2+\|R\|^2}$ of $c$, with multiplicity.

In a configuration-interaction calculation with a fixed finite basis, this turns the eigenvalues of $M$ and the residual norm of a trial subspace into a guaranteed minimum number of levels of the full matrix in an energy window. It does not address the error of the basis itself.

## Compression, residual and energy window

Both spaces are finite-dimensional complex inner product spaces, and operators are continuous linear maps, written `→L[ℂ]`.

```lean
import Mathlib

open Module ContinuousLinearMap

namespace BlockResidualBound

noncomputable section

variable {E F : Type*} [NormedAddCommGroup E] [InnerProductSpace ℂ E]
  [FiniteDimensional ℂ E] [CompleteSpace E] [NormedAddCommGroup F]
  [InnerProductSpace ℂ F] [FiniteDimensional ℂ F] [CompleteSpace F]
```

The compressed Hamiltonian is $M=W^\dagger HW$. If the columns of $W$ are orthonormal trial vectors, $M$ is the matrix diagonalised in a Rayleigh–Ritz calculation.

```lean
/-- The Hamiltonian `H` compressed to the model space: `M = W† H W`. -/
def compression (H : E →L[ℂ] E) (W : F →L[ℂ] E) : F →L[ℂ] F :=
  adjoint W ∘L H ∘L W
```

The residual $R=HW-WM$ measures how far $H$ carries the model space out of itself. Its size $\|R\|$ is the operator norm, an energy.

```lean
/-- The block residual `R = H W - W M`. -/
def residual (H : E →L[ℂ] E) (W : F →L[ℂ] E) : F →L[ℂ] E :=
  H ∘L W - W ∘L compression H W
```

Eigenvalues are counted through the indices of Mathlib's eigenvalue list, which repeats each one according to its multiplicity. The window $|t_i-c|\le\rho$ includes its endpoints.

```lean
omit [CompleteSpace E] in
/-- The labels of the eigenvalues of `T`, listed with multiplicity, that lie within `ρ` of `c`. -/
def levelsNear (T : E →L[ℂ] E) (hT : (T : E →ₗ[ℂ] E).IsSymmetric) (c ρ : ℝ) :
    Finset (Fin (finrank ℂ E)) :=
  Finset.univ.filter fun i => |hT.eigenvalues rfl i - c| ≤ ρ
```

The compression is Hermitian because $H$ is:

$$
\langle Mx,y\rangle=\langle HWx,Wy\rangle=\langle Wx,HWy\rangle=\langle x,My\rangle .
$$

In Lean, Hermiticity is the hypothesis `IsSymmetric`.

```lean
omit [FiniteDimensional ℂ E] [FiniteDimensional ℂ F] in
/-- The compression of a symmetric Hamiltonian is symmetric. -/
theorem compression_isSymmetric {H : E →L[ℂ] E} (hH : (H : E →ₗ[ℂ] E).IsSymmetric)
    (W : F →L[ℂ] E) : (compression H W : F →ₗ[ℂ] F).IsSymmetric := by
  intro x y
  change inner ℂ (adjoint W (H (W x))) y = inner ℂ x (adjoint W (H (W y)))
  rw [adjoint_inner_left, adjoint_inner_right]
  exact hH (W x) (W y)
```

## Two orthogonal contributions

The embedding preserves norms, since $\|Wx\|^2=\langle x,W^\dagger Wx\rangle=\|x\|^2$.

```lean
omit [FiniteDimensional ℂ E] [FiniteDimensional ℂ F] in
/-- An embedding with `W† W = 1` preserves the norm of every state. -/
theorem norm_embedding {W : F →L[ℂ] E} (hW : adjoint W ∘L W = .id ℂ F) (x : F) :
    ‖W x‖ = ‖x‖ := by
  have e : adjoint W (W x) = x := DFunLike.congr_fun hW x
  have h2 : ‖W x‖ ^ 2 = ‖x‖ ^ 2 := by
    rw [norm_sq_eq_re_inner (𝕜 := ℂ), norm_sq_eq_re_inner (𝕜 := ℂ) x,
      ← adjoint_inner_right, e]
  exact (sq_eq_sq₀ (norm_nonneg _) (norm_nonneg _)).1 h2
```

The residual is orthogonal to the embedded model space, because

$$
W^\dagger R=W^\dagger HW-W^\dagger WM=M-M=0 .
$$

```lean
omit [FiniteDimensional ℂ E] [FiniteDimensional ℂ F] in
/-- The residual is orthogonal to the embedded model space. -/
theorem residual_orthogonal (H : E →L[ℂ] E) {W : F →L[ℂ] E}
    (hW : adjoint W ∘L W = .id ℂ F) (x y : F) :
    inner ℂ (W y) (residual H W x) = 0 := by
  have e : adjoint W (W (compression H W x)) = compression H W x :=
    DFunLike.congr_fun hW _
  have h0 : adjoint W (residual H W x) = 0 := by
    change adjoint W (H (W x) - W (compression H W x)) = 0
    rw [map_sub, e]
    exact sub_self _
  rw [← adjoint_inner_right, h0, inner_zero_right]
```

Adding and subtracting $WMx$ gives $(H-c)Wx=W(M-c)x+Rx$. The cross term vanishes and $W$ preserves the first norm, so

$$
\|(H-c)Wx\|^2=\|(M-c)x\|^2+\|Rx\|^2 .
$$

The proof establishes the decomposition as `split` and then expands the squared norm.

```lean
omit [FiniteDimensional ℂ E] [FiniteDimensional ℂ F] in
/-- The squared norm of `(H - c) W x` is the sum of those of `(M - c) x` and `R x`. -/
theorem residual_pythagoras (H : E →L[ℂ] E) {W : F →L[ℂ] E}
    (hW : adjoint W ∘L W = .id ℂ F) (c : ℝ) (x : F) :
    ‖H (W x) - (c : ℂ) • W x‖ ^ 2 =
      ‖compression H W x - (c : ℂ) • x‖ ^ 2 + ‖residual H W x‖ ^ 2 := by
  have split : H (W x) - (c : ℂ) • W x =
      W (compression H W x - (c : ℂ) • x) + residual H W x := by
    change _ = _ + (H (W x) - W (compression H W x))
    rw [map_sub, map_smul]
    abel
  rw [split, norm_add_sq (𝕜 := ℂ), residual_orthogonal H hW, norm_embedding hW]
  simp
```

## Distances weighted by populations

Let $T$ be Hermitian with orthonormal eigenvectors $u_i$ and eigenvalues $t_i$. Then $\langle u_i,(T-c)x\rangle=(t_i-c)\langle u_i,x\rangle$, and Parseval's identity gives

$$
\|(T-c)x\|^2=\sum_i(t_i-c)^2\,|\langle u_i,x\rangle|^2 .
$$

```lean
omit [CompleteSpace E] in
/-- In an eigenbasis of `T`, the squared norm of `(T - c) x` is the sum of the squared
distances of the eigenvalues from `c`, weighted by the populations of `x`. -/
theorem norm_shift_sq {T : E →L[ℂ] E} (hT : (T : E →ₗ[ℂ] E).IsSymmetric) (c : ℝ) (x : E) :
    ‖T x - (c : ℂ) • x‖ ^ 2 = ∑ i, (hT.eigenvalues rfl i - c) ^ 2 *
      ‖inner ℂ (hT.eigenvectorBasis rfl i) x‖ ^ 2 := by
  rw [← (hT.eigenvectorBasis rfl).sum_sq_norm_inner_right]
  refine Finset.sum_congr rfl fun i _ => ?_
  have e : T (hT.eigenvectorBasis rfl i) =
      ((hT.eigenvalues rfl i : ℝ) : ℂ) • hT.eigenvectorBasis rfl i :=
    hT.apply_eigenvectorBasis rfl i
  have s : inner ℂ (hT.eigenvectorBasis rfl i) (T x) =
      inner ℂ (T (hT.eigenvectorBasis rfl i)) x := (hT _ x).symm
  have k : inner ℂ (hT.eigenvectorBasis rfl i) (T x - (c : ℂ) • x) =
      ((hT.eigenvalues rfl i - c : ℝ) : ℂ) * inner ℂ (hT.eigenvectorBasis rfl i) x := by
    rw [inner_sub_right, inner_smul_right, s, e, inner_smul_left, Complex.conj_ofReal]
    push_cast
    ring
  rw [k, norm_mul, mul_pow, Complex.norm_real, Real.norm_eq_abs, sq_abs]
```

Now let $\rho\ge0$, let $y$ be orthogonal to every $u_i$ with $|t_i-c|\le\rho$, and suppose $\|(T-c)y\|^2\le\rho^2\|y\|^2$. If $y\ne0$, at least one level is populated, and each populated level has $(t_i-c)^2>\rho^2$. Hence

$$
\|(T-c)y\|^2=\sum_i(t_i-c)^2|\langle u_i,y\rangle|^2>\rho^2\sum_i|\langle u_i,y\rangle|^2=\rho^2\|y\|^2,
$$

a contradiction, so $y=0$. In the proof, `far` is the bound on populated levels, and `Finset.sum_lt_sum` gives the strict inequality.

```lean
omit [CompleteSpace E] in
/-- For `ρ ≥ 0`, a vector `y` orthogonal to all eigenvectors with eigenvalue within `ρ` of `c`, and
with `‖(T - c) y‖ ≤ ρ ‖y‖` in squared form, is zero. -/
theorem eq_zero_of_orthogonal_levels {T : E →L[ℂ] E} (hT : (T : E →ₗ[ℂ] E).IsSymmetric)
    {c ρ : ℝ} (hρ : 0 ≤ ρ) {y : E}
    (horth : ∀ i ∈ levelsNear T hT c ρ, inner ℂ (hT.eigenvectorBasis rfl i) y = 0)
    (hy : ‖T y - (c : ℂ) • y‖ ^ 2 ≤ ρ ^ 2 * ‖y‖ ^ 2) : y = 0 := by
  by_contra hne
  have parseval := (hT.eigenvectorBasis rfl).sum_sq_norm_inner_right y
  -- every populated level lies strictly outside the window
  have far : ∀ i, inner ℂ (hT.eigenvectorBasis rfl i) y ≠ 0 →
      ρ ^ 2 < (hT.eigenvalues rfl i - c) ^ 2 := by
    intro i hi
    have h1 : ρ < |hT.eigenvalues rfl i - c| := by
      by_contra hle
      exact hi (horth i (Finset.mem_filter.2 ⟨Finset.mem_univ _, not_lt.1 hle⟩))
    rw [← sq_abs (hT.eigenvalues rfl i - c)]
    nlinarith
  obtain ⟨k, hk⟩ : ∃ k, inner ℂ (hT.eigenvectorBasis rfl k) y ≠ 0 := by
    by_contra hall
    have h0 : ∀ k, inner ℂ (hT.eigenvectorBasis rfl k) y = 0 :=
      fun k => by_contra fun hk => hall ⟨k, hk⟩
    have hz : ‖y‖ ^ 2 = 0 := by
      rw [← parseval]
      exact Finset.sum_eq_zero fun i _ => by rw [h0 i]; simp
    exact hne (norm_eq_zero.1 (pow_eq_zero_iff two_ne_zero |>.1 hz))
  rw [norm_shift_sq hT, ← parseval, Finset.mul_sum] at hy
  refine not_lt_of_ge hy (Finset.sum_lt_sum (fun i _ => ?_) ⟨k, Finset.mem_univ _, ?_⟩)
  · by_cases hi : inner ℂ (hT.eigenvectorBasis rfl i) y = 0
    · rw [hi]; simp
    · exact mul_le_mul_of_nonneg_right (far i hi).le (sq_nonneg _)
  · exact mul_lt_mul_of_pos_right (far k hk) (pow_pos (norm_pos_iff.2 hk) 2)
```

## Comparing the two counts

Let $v_j$, $m_j$ be the eigenvectors and eigenvalues of $M$, and $u_k$ the eigenvectors of $H$. Let $S$ be the set of levels of $M$ within $h$ of $c$, and $K$ the set of levels of $H$ within $\rho=\sqrt{h^2+\|R\|^2}$ of $c$. Consider the linear map

$$
G:x\mapsto\bigl(\langle v_j,x\rangle_{j\notin S},\ \langle u_k,Wx\rangle_{k\in K}\bigr).
$$

If $Gx=0$, then $x$ has components only on levels in $S$, so

$$
\|(M-c)x\|^2=\sum_{j\in S}(m_j-c)^2|\langle v_j,x\rangle|^2\le h^2\|x\|^2 .
$$

With $\|Rx\|\le\|R\|\,\|x\|$ and the orthogonal decomposition,

$$
\|(H-c)Wx\|^2\le(h^2+\|R\|^2)\|x\|^2=\rho^2\|Wx\|^2 .
$$

Since $Wx$ is also orthogonal to all $u_k$ with $k\in K$, it vanishes, and so does $x$. Thus $G$ is injective, and comparing dimensions gives

$$
\dim F\le(\dim F-|S|)+|K|,\qquad\text{that is}\qquad |S|\le|K| .
$$

The theorem states this inequality between the two cardinalities, assuming only that $H$ is symmetric and $W^\dagger W=1$. No sign of $h$ is required: for $h<0$ the set $S$ is empty. In the proof, `inside` is the bound on $(M-c)x$, `inj` the injectivity, and `omega` finishes the count.

```lean
/-- Block residual bound: `H` has at least as many eigenvalues within `√(h² + ‖R‖²)` of `c`
as the compression `M = W† H W` has within `h` of `c`, counted with multiplicity. -/
theorem card_levelsNear_compression_le {H : E →L[ℂ] E} (hH : (H : E →ₗ[ℂ] E).IsSymmetric)
    {W : F →L[ℂ] E} (hW : adjoint W ∘L W = .id ℂ F) (c h : ℝ) :
    (levelsNear (compression H W) (compression_isSymmetric hH W) c h).card ≤
      (levelsNear H hH c (√(h ^ 2 + ‖residual H W‖ ^ 2))).card := by
  have hM := compression_isSymmetric hH W
  set S := levelsNear (compression H W) hM c h with hS
  set K := levelsNear H hH c (√(h ^ 2 + ‖residual H W‖ ^ 2)) with hK
  -- amplitudes on the discarded levels of `M` and on the selected levels of `H`
  let G : F →ₗ[ℂ] ((↥Sᶜ → ℂ) × (↥K → ℂ)) :=
    LinearMap.prod
      (LinearMap.pi fun j => (innerSL ℂ (hM.eigenvectorBasis rfl j.1)).toLinearMap)
      (LinearMap.pi fun k => (innerSL ℂ (hH.eigenvectorBasis rfl k.1) ∘L W).toLinearMap)
  have inj : Function.Injective G := by
    rw [injective_iff_map_eq_zero]
    intro x hx
    have h1 : ∀ j, j ∉ S → inner ℂ (hM.eigenvectorBasis rfl j) x = 0 := fun j hj =>
      congrFun (congrArg Prod.fst hx) ⟨j, Finset.mem_compl.2 hj⟩
    have h2 : ∀ k ∈ K, inner ℂ (hH.eigenvectorBasis rfl k) (W x) = 0 := fun k hk =>
      congrFun (congrArg Prod.snd hx) ⟨k, hk⟩
    have inside : ‖compression H W x - (c : ℂ) • x‖ ^ 2 ≤ h ^ 2 * ‖x‖ ^ 2 := by
      rw [norm_shift_sq hM, ← (hM.eigenvectorBasis rfl).sum_sq_norm_inner_right x,
        Finset.mul_sum]
      refine Finset.sum_le_sum fun j _ => ?_
      by_cases hj : j ∈ S
      · have hjh : |hM.eigenvalues rfl j - c| ≤ h := (Finset.mem_filter.1 hj).2
        have hsq := pow_le_pow_left₀ (abs_nonneg _) hjh 2
        rw [sq_abs] at hsq
        exact mul_le_mul_of_nonneg_right hsq (sq_nonneg _)
      · rw [h1 j hj]; simp
    have hR := pow_le_pow_left₀ (norm_nonneg _) ((residual H W).le_opNorm x) 2
    have hWx : W x = 0 := by
      refine eq_zero_of_orthogonal_levels hH (Real.sqrt_nonneg _) h2 ?_
      rw [residual_pythagoras H hW, norm_embedding hW, Real.sq_sqrt (by positivity)]
      linarith [mul_pow ‖residual H W‖ ‖x‖ 2]
    rw [← norm_eq_zero, ← norm_embedding hW, hWx, norm_zero]
  -- injectivity gives `dim F ≤ (dim F - |S|) + |K|`
  have dim := LinearMap.finrank_le_finrank_of_injective inj
  rw [Module.finrank_prod, Module.finrank_fintype_fun_eq_card,
    Module.finrank_fintype_fun_eq_card, Fintype.card_coe, Fintype.card_coe] at dim
  have total := Finset.card_add_card_compl S
  rw [Fintype.card_fin] at total
  omega
```

Choosing $c=m_j$ and $h=0$ makes $S$ nonempty, so $K$ is nonempty too: every eigenvalue of $M$ has an eigenvalue of $H$ within $\|R\|$. This corollary does not say that different $j$ receive different partners.

```lean
/-- Every eigenvalue of the compression has an eigenvalue of `H` within the residual norm. -/
theorem exists_level_near {H : E →L[ℂ] E} (hH : (H : E →ₗ[ℂ] E).IsSymmetric)
    {W : F →L[ℂ] E} (hW : adjoint W ∘L W = .id ℂ F) (j : Fin (finrank ℂ F)) :
    ∃ i, |hH.eigenvalues rfl i - (compression_isSymmetric hH W).eigenvalues rfl j| ≤
      ‖residual H W‖ := by
  have key := card_levelsNear_compression_le hH hW
    ((compression_isSymmetric hH W).eigenvalues rfl j) 0
  have pos := Finset.card_pos.2 ⟨j, show j ∈ levelsNear (compression H W)
    (compression_isSymmetric hH W) ((compression_isSymmetric hH W).eigenvalues rfl j) 0 from
      Finset.mem_filter.2 ⟨Finset.mem_univ _, by simp⟩⟩
  obtain ⟨i, hi⟩ := Finset.card_pos.1 (lt_of_lt_of_le pos key)
  have hi2 := (Finset.mem_filter.1 hi).2
  rw [zero_pow two_ne_zero, zero_add, Real.sqrt_sq (norm_nonneg _)] at hi2
  exact ⟨i, hi2⟩
```

Normalisation matters here. On one-dimensional spaces take $H=1$ and $W=\tfrac12$, an unnormalised trial state. Then $M=\tfrac14$ and $R=\tfrac12-\tfrac18=\tfrac38$, but the only eigenvalue of $H$ lies $\tfrac34$ away from $M$. Both the corollary and the count fail.

## Two levels that attain the radius

The opening example generalises to diagonal energies $h,-h$ and real coupling $r$:

$$
H=\begin{pmatrix}h&r\\r&-h\end{pmatrix}.
$$

```lean
/-- The two-level Hamiltonian with diagonal energies `h`, `-h` and coupling `r`. -/
def twoLevel (h r : ℝ) : EuclideanSpace ℂ (Fin 2) →L[ℂ] EuclideanSpace ℂ (Fin 2) :=
  LinearMap.toContinuousLinearMap
    { toFun := fun x => !₂[(h : ℂ) * x 0 + r * x 1, (r : ℂ) * x 0 - h * x 1]
      map_add' := fun x y => by ext i; fin_cases i <;> simp <;> ring
      map_smul' := fun a x => by ext i; fin_cases i <;> simp <;> ring }
```

The model space is $\mathbb C$, embedded by $W1=e_0$.

```lean
/-- The embedding of a one-dimensional model space as the first basis state. -/
def firstState : ℂ →L[ℂ] EuclideanSpace ℂ (Fin 2) :=
  toSpanSingleton ℂ (EuclideanSpace.single 0 1)
```

The matrix is real and symmetric, so expanding both inner products in components shows that $H$ is Hermitian.

```lean
/-- The two-level Hamiltonian is symmetric. -/
theorem twoLevel_isSymmetric (h r : ℝ) :
    (twoLevel h r : EuclideanSpace ℂ (Fin 2) →ₗ[ℂ] EuclideanSpace ℂ (Fin 2)).IsSymmetric := by
  intro x y
  change inner ℂ (!₂[(h : ℂ) * x 0 + r * x 1, (r : ℂ) * x 0 - h * x 1] :
      EuclideanSpace ℂ (Fin 2)) y =
    inner ℂ x (!₂[(h : ℂ) * y 0 + r * y 1, (r : ℂ) * y 0 - h * y 1] :
      EuclideanSpace ℂ (Fin 2))
  simp [PiLp.inner_apply, Fin.sum_univ_two]
  ring
```

Since $W^\dagger$ reads off the component along $e_0$, we have $W^\dagger W=1$ and $M=h$. The residual is $R1=(he_0+re_1)-he_0=re_1$, with norm $|r|$. Moreover $H^2=(h^2+r^2)\,1$, so every eigenvalue has absolute value $\sqrt{h^2+r^2}$.

For $h\ge0$ and $c=0$, the compression therefore has one eigenvalue within $h$ of zero, while $H$ has none closer than $\sqrt{h^2+r^2}$. No smaller radius depending only on $h$ and $\|R\|$ would do. The theorem collects the four facts behind this conclusion, for all real $h$ and $r$; `sq` is the identity for $H^2$, applied to an eigenvector.

```lean
/-- For the two-level Hamiltonian and its first basis state, the compression is `h`, the
residual norm is `|r|`, and both eigenvalues lie exactly `√(h² + r²)` from zero. -/
theorem twoLevel_sharp_witness (h r : ℝ) :
    adjoint firstState ∘L firstState = .id ℂ ℂ ∧
    compression (twoLevel h r) firstState = (h : ℂ) • .id ℂ ℂ ∧
    ‖residual (twoLevel h r) firstState‖ = |r| ∧
    ∀ i, |(twoLevel_isSymmetric h r).eigenvalues rfl i| = √(h ^ 2 + r ^ 2) := by
  have act : ∀ x, twoLevel h r x =
      !₂[(h : ℂ) * x 0 + r * x 1, (r : ℂ) * x 0 - h * x 1] := fun _ => rfl
  have adj : ∀ v, adjoint firstState v = v 0 := fun v => by
    calc adjoint firstState v = inner ℂ (1 : ℂ) (adjoint firstState v) := by
          rw [RCLike.inner_apply, map_one, mul_one]
      _ = inner ℂ (firstState 1) v := adjoint_inner_right _ _ _
      _ = v 0 := by simp [firstState, EuclideanSpace.inner_single_left]
  have one : firstState 1 = EuclideanSpace.single 0 1 := by simp [firstState]
  have comp : compression (twoLevel h r) firstState = (h : ℂ) • .id ℂ ℂ := by
    apply ContinuousLinearMap.ext_ring
    change adjoint firstState (twoLevel h r (firstState 1)) = (h : ℂ) • (1 : ℂ)
    rw [adj, one, act]
    simp
  refine ⟨?_, comp, ?_, fun i => ?_⟩
  · apply ContinuousLinearMap.ext_ring
    change adjoint firstState (firstState 1) = 1
    rw [adj, one]
    simp
  · -- the residual sends `1` to `r` times the second basis state
    have res : residual (twoLevel h r) firstState =
        toSpanSingleton ℂ (EuclideanSpace.single 1 (r : ℂ)) := by
      apply ContinuousLinearMap.ext_ring
      change twoLevel h r (firstState 1) -
        firstState (compression (twoLevel h r) firstState 1) = _
      rw [comp, smul_apply, map_smul, ContinuousLinearMap.id_apply,
        one, act]
      ext i
      fin_cases i <;> simp
    rw [res, norm_toSpanSingleton]
    simp
  · -- the square of the Hamiltonian is the scalar `h² + r²`
    have sq : ∀ v, twoLevel h r (twoLevel h r v) = ((h ^ 2 + r ^ 2 : ℝ) : ℂ) • v := by
      intro v
      rw [act, act]
      ext i
      fin_cases i <;> simp <;> ring
    have hT := twoLevel_isSymmetric h r
    have e : twoLevel h r (hT.eigenvectorBasis rfl i) =
        ((hT.eigenvalues rfl i : ℝ) : ℂ) • hT.eigenvectorBasis rfl i :=
      hT.apply_eigenvectorBasis rfl i
    have s := sq (hT.eigenvectorBasis rfl i)
    rw [e, map_smul, e, smul_smul] at s
    have s2 : ((hT.eigenvalues rfl i : ℝ) : ℂ) * ((hT.eigenvalues rfl i : ℝ) : ℂ) =
        ((h ^ 2 + r ^ 2 : ℝ) : ℂ) :=
      smul_left_injective ℂ ((hT.eigenvectorBasis rfl).orthonormal.ne_zero i) s
    have s3 : hT.eigenvalues rfl i * hT.eigenvalues rfl i = h ^ 2 + r ^ 2 := by
      exact_mod_cast s2
    rw [← s3, Real.sqrt_mul_self_eq_abs]

end

end BlockResidualBound
```

```lean
#print axioms BlockResidualBound.card_levelsNear_compression_le
#print axioms BlockResidualBound.exists_level_near
```

```
'BlockResidualBound.card_levelsNear_compression_le' depends on axioms: [propext, Classical.choice, Quot.sound]
'BlockResidualBound.exists_level_near' depends on axioms: [propext, Classical.choice, Quot.sound]
```
